# The generalised Janak theorem for differentiable density-matrix functionals

Let $E$ be a real function of finite Hermitian matrices, and let $G(t)=\sum_i n_i(t)\,\phi_i(t)\phi_i(t)^*$ have real occupations $n_i$ and normalised orbitals $\phi_i$, all differentiable at $t$. If $E$ has Hermitian gradient $h$ at $G(t)$ and $h\phi_i=e_i\phi_i$ there, then

$$\frac{d}{dt}E(G(t))=\sum_i n_i'(t)\,e_i .$$

When a self-consistent calculation in a finite orthonormal basis uses this gradient $h$ as its one-electron Hamiltonian, the orbital energies are therefore slopes of the total energy $E$ in the occupations, relaxation included. That a differentiable path of self-consistent solutions exists is assumed.

```lean
import Mathlib

open Matrix

namespace GeneralisedJanak

noncomputable section

attribute [local instance] Matrix.frobeniusNormedRing Matrix.frobeniusNormedAlgebra

variable {n ι : Type*} [Fintype n] [DecidableEq n] [Fintype ι]
```

## The energy has a Hermitian gradient

The matrix $h$ is the effective one-electron Hamiltonian: for a small Hermitian change $X$, the energy changes to first order by $\operatorname{Re}\operatorname{tr}(hX)$. By hand, this gives the chain rule $dE/dt=\operatorname{Re}\operatorname{tr}(hG')$.

`HasTraceGradientAt` asks for hermiticity of `h` and a derivative within the Hermitian matrices. At a kink of $E$, such as a derivative discontinuity at integer particle number, no such $h$ exists and the theorem is silent.

```lean
/-- The real trace pairing `X ↦ Re tr (h X)`. -/
def tracePairing (h : Matrix n n ℂ) : Matrix n n ℂ →ₗ[ℝ] ℝ where
  toFun X := (h * X).trace.re
  map_add' X Y := by simp [mul_add]
  map_smul' r X := by simp

/-- For Hermitian `G`, this says that the matrix `h` is Hermitian and is the gradient at `G` of the
energy `E`, regarded as a function of Hermitian matrices. -/
def HasTraceGradientAt (E : Matrix n n ℂ → ℝ) (h G : Matrix n n ℂ) : Prop :=
  h.IsHermitian ∧ HasFDerivWithinAt E (LinearMap.toContinuousLinearMap (tracePairing h))
    {X | X.IsHermitian} G
```

## Occupations and orbitals are differentiable

Differentiability rules out jumps and kinks in the occupations and in the orbital vectors, including their phases. The product rule then gives

$$G'=\sum_i\left[n_i'\,\phi_i\phi_i^*+n_i\left(\phi_i'\phi_i^*+\phi_i\phi_i'^*\right)\right].$$

Since $\operatorname{tr}(h\,uv^*)=v^*hu$, the chain rule becomes

$$\frac{dE}{dt}=\sum_i\left[n_i'\,\phi_i^*h\phi_i+n_i\operatorname{Re}\left(\phi_i^*h\phi_i'+\phi_i'^*h\phi_i\right)\right].$$

If an occupation jumps, $n_i'$ has no meaning. The orbital energies need not be differentiable.

In Lean, the type `n` labels the basis functions, `occ` holds the occupations $n_i$, and `density` is $G$. Real occupations make $G$ Hermitian, and they are not restricted to $[0,1]$. `density_hasDerivAt` proves the formula for $G'$ entry by entry, and `hasDerivAt_of_entries` reassembles the matrix.

```lean
/-- The one-body density matrix with occupations `occ` and orbitals `φ`. -/
def density (occ : ι → ℝ) (φ : ι → n → ℂ) : Matrix n n ℂ :=
  ∑ i, (occ i : ℂ) • vecMulVec (φ i) (star (φ i))

omit [Fintype n] [DecidableEq n] in
/-- A density matrix with real occupations is Hermitian. -/
theorem density_isHermitian (occ : ι → ℝ) (φ : ι → n → ℂ) :
    (density occ φ).IsHermitian := by
  refine Matrix.IsHermitian.ext fun a b => ?_
  simp [density, Matrix.sum_apply, vecMulVec_apply, mul_comm]

/-- A matrix curve is differentiable when its entries are. -/
theorem hasDerivAt_of_entries {A : ℝ → Matrix n n ℂ} {A' : Matrix n n ℂ} {t : ℝ}
    (h : ∀ a b, HasDerivAt (fun s => A s a b) (A' a b) t) : HasDerivAt A A' t := by
  have key : ∀ M : Matrix n n ℂ, ∑ a, ∑ b, M a b • Matrix.single a b (1 : ℂ) = M := by
    intro M
    conv_rhs => rw [Matrix.matrix_eq_sum_single M]
    simp [Matrix.smul_single]
  have h2 : HasDerivAt (fun s => ∑ a, ∑ b, A s a b • Matrix.single a b (1 : ℂ))
      (∑ a, ∑ b, A' a b • Matrix.single a b (1 : ℂ)) t :=
    HasDerivAt.fun_sum fun a _ => HasDerivAt.fun_sum fun b _ => (h a b).smul_const _
  simpa only [key] using h2

/-- The velocity of the density matrix is the sum of an occupation part and an orbital part. -/
theorem density_hasDerivAt {occ : ι → ℝ → ℝ} {occ' : ι → ℝ} {φ : ι → ℝ → n → ℂ}
    {φ' : ι → n → ℂ} {t : ℝ} (ho : ∀ i, HasDerivAt (occ i) (occ' i) t)
    (hφ : ∀ i, HasDerivAt (φ i) (φ' i) t) :
    HasDerivAt (fun s => density (fun i => occ i s) (fun i => φ i s))
      (∑ i, ((occ' i : ℂ) • vecMulVec (φ i t) (star (φ i t)) + (occ i t : ℂ) •
        (vecMulVec (φ' i) (star (φ i t)) + vecMulVec (φ i t) (star (φ' i))))) t := by
  refine hasDerivAt_of_entries fun a b => ?_
  simp only [density, Matrix.sum_apply, Matrix.smul_apply, Matrix.add_apply, vecMulVec_apply,
    Pi.star_apply, smul_eq_mul]
  refine HasDerivAt.fun_sum fun i _ => ?_
  have ha := hasDerivAt_pi.1 (hφ i) a
  have hb : HasDerivAt (fun s => star (φ i s b)) (star (φ' i b)) t :=
    (hasDerivAt_pi.1 (hφ i) b).star
  exact (ho i).ofReal_comp.fun_mul (ha.fun_mul hb)
```

## The orbitals stay normalised

Normalisation makes $n_i$ the weight that orbital $i$ contributes to the particle number. Differentiating $\phi_i^*\phi_i=1$ gives

$$\phi_i'^*\phi_i+\phi_i^*\phi_i'=0,$$

which is `hz` in the proof below. Without it, a changing norm would add $n_i e_i\,d\|\phi_i\|^2/dt$ to the energy's rate of change. Mutual orthogonality is never used, so the main theorem does not assume it.

## The orbitals are eigenvectors of the gradient

This is the self-consistency condition: the orbitals solve the one-electron equation of the Hamiltonian that their own density matrix generates. Hermiticity and real $e_i$ give $\phi_i^*h=e_i\phi_i^*$, the step `hl`, hence

$$\phi_i^*h\phi_i'+\phi_i'^*h\phi_i=e_i\left(\phi_i^*\phi_i'+\phi_i'^*\phi_i\right)=0,\qquad \phi_i^*h\phi_i=e_i .$$

Without the eigenvalue equation, the relaxation term generally survives.

```lean
omit [DecidableEq n] in
/-- For a normalised orbital that is an eigenvector of a Hermitian `h` at `t`, the first-order
change of `⟨φ, h φ⟩` at fixed `h` vanishes. -/
theorem orbital_relaxation_vanishes {h : Matrix n n ℂ} (hh : h.IsHermitian)
    {φ : ℝ → n → ℂ} {φ' : n → ℂ} {t e : ℝ} (hφ : HasDerivAt φ φ' t)
    (hn : ∀ s, star (φ s) ⬝ᵥ φ s = 1) (he : h *ᵥ φ t = (e : ℂ) • φ t) :
    star (φ t) ⬝ᵥ h *ᵥ φ' + star φ' ⬝ᵥ h *ᵥ φ t = 0 := by
  -- differentiate the normalisation condition
  have h1 : HasDerivAt (fun s => ∑ a, star (φ s a) * φ s a)
      (∑ a, (star (φ' a) * φ t a + star (φ t a) * φ' a)) t := by
    refine HasDerivAt.fun_sum fun a _ => ?_
    have ha := hasDerivAt_pi.1 hφ a
    have hs : HasDerivAt (fun s => star (φ s a)) (star (φ' a)) t := ha.star
    exact hs.fun_mul ha
  have hc : (fun s => ∑ a, star (φ s a) * φ s a) = fun _ => (1 : ℂ) := funext hn
  rw [hc] at h1
  have h0 := h1.unique (hasDerivAt_const t (1 : ℂ))
  rw [Finset.sum_add_distrib] at h0
  have hz : star φ' ⬝ᵥ φ t + star (φ t) ⬝ᵥ φ' = 0 := h0
  -- hermiticity lets `h` act to the left
  have hl : star (φ t) ᵥ* h = (e : ℂ) • star (φ t) := by
    have h3 := congrArg star he
    rw [Matrix.star_mulVec, hh.eq] at h3
    rw [h3]
    ext a
    simp
  rw [Matrix.dotProduct_mulVec, hl, he, smul_dotProduct, dotProduct_smul, smul_eq_mul,
    smul_eq_mul]
  linear_combination (e : ℂ) * hz
```

## The chain rule inside the Hermitian matrices

`generalised_janak` combines these steps: `dyad` evaluates the traces, `hr` removes relaxation and `h1` supplies $e_i$.

The proof turns on `comp_hasDerivWithinAt`. It composes a derivative known only within a set with a curve, provided that the curve stays in the set; `density_isHermitian` supplies that condition. The curve's own domain is the whole real line, so the result is an ordinary derivative. Values of $E$ at non-Hermitian matrices never matter.

Alternatively, $E$ could be defined on the real vector space of self-adjoint matrices. The derivative would then be an ordinary one and the set would disappear, but each density matrix would have to carry its proof of hermiticity. The physics would be unchanged.

```lean
/-- Generalised Janak theorem: along a path of normalised orbitals that are eigenvectors of the
energy gradient at `t`, the energy changes at the rate `∑ i, nᵢ' eᵢ`. -/
theorem generalised_janak {E : Matrix n n ℂ → ℝ} {h : Matrix n n ℂ} {occ : ι → ℝ → ℝ}
    {occ' e : ι → ℝ} {φ : ι → ℝ → n → ℂ} {t : ℝ}
    (hE : HasTraceGradientAt E h (density (fun i => occ i t) (fun i => φ i t)))
    (ho : ∀ i, HasDerivAt (occ i) (occ' i) t) (hφ : ∀ i, DifferentiableAt ℝ (φ i) t)
    (hn : ∀ i s, star (φ i s) ⬝ᵥ φ i s = 1)
    (he : ∀ i, h *ᵥ φ i t = (e i : ℂ) • φ i t) :
    HasDerivAt (fun s => E (density (fun i => occ i s) (fun i => φ i s)))
      (∑ i, occ' i * e i) t := by
  have hG := density_hasDerivAt ho fun i => (hφ i).hasDerivAt
  -- chain rule inside the set of Hermitian matrices
  have hch := (hE.2.comp_hasDerivWithinAt t (hG.hasDerivWithinAt (s := Set.univ))
    (fun s _ => density_isHermitian _ _)).hasDerivAt Filter.univ_mem
  refine hch.congr_deriv ?_
  change tracePairing h _ = _
  rw [map_sum]
  refine Finset.sum_congr rfl fun i _ => ?_
  have dyad : ∀ u v : n → ℂ, (h * vecMulVec u (star v)).trace = star v ⬝ᵥ h *ᵥ u := by
    intro u v
    simp only [Matrix.trace, Matrix.diag_apply, Matrix.mul_apply, vecMulVec_apply, dotProduct,
      Matrix.mulVec, Finset.mul_sum]
    exact Finset.sum_congr rfl fun a _ => Finset.sum_congr rfl fun b _ => by ring
  have hr := orbital_relaxation_vanishes hE.1 (hφ i).hasDerivAt (hn i) (he i)
  have h1 : star (φ i t) ⬝ᵥ h *ᵥ φ i t = (e i : ℂ) := by
    rw [he i, dotProduct_smul, hn i t, smul_eq_mul, mul_one]
  change (Matrix.trace (h * _)).re = _
  rw [mul_add, Matrix.mul_smul, Matrix.mul_smul, mul_add, Matrix.trace_add, Matrix.trace_smul,
    Matrix.trace_smul, Matrix.trace_add, dyad, dyad, dyad, hr, h1]
  simp
```

## Charge transfer and the filling of one orbital

Setting $n_b'=1$ and $n_a'=-1$, for distinct orbitals with all other occupations stationary, gives the rate $e_b-e_a$.

```lean
/-- Moving charge at unit rate from orbital `a` to orbital `b` changes the energy at the rate
`e b - e a`. -/
theorem janak_transfer [DecidableEq ι] {E : Matrix n n ℂ → ℝ} {h : Matrix n n ℂ}
    {occ : ι → ℝ → ℝ} {e : ι → ℝ} {φ : ι → ℝ → n → ℂ} {t : ℝ} (a b : ι)
    (hE : HasTraceGradientAt E h (density (fun i => occ i t) (fun i => φ i t)))
    (ho : ∀ i, HasDerivAt (occ i) ((if i = b then 1 else 0) - (if i = a then 1 else 0)) t)
    (hφ : ∀ i, DifferentiableAt ℝ (φ i) t) (hn : ∀ i s, star (φ i s) ⬝ᵥ φ i s = 1)
    (he : ∀ i, h *ᵥ φ i t = (e i : ℂ) • φ i t) :
    HasDerivAt (fun s => E (density (fun i => occ i s) (fun i => φ i s))) (e b - e a) t := by
  refine (generalised_janak hE ho hφ hn he).congr_deriv ?_
  simp [sub_mul, Finset.sum_sub_distrib]
```

If $n_k=s$ is the only occupation that varies, while all orbitals may relax, write $E(s)$ for the energy $E(G(s))$ along the path. Its slope is $e_k(s)$, and integration gives

$$E(1)-E(0)=\int_0^1 e_k(s)\,ds .$$

Here `h` is a function of the density matrix, and `Function.update c k s` sets occupation $k$ to $s$. The hypotheses must hold throughout $[0,1]$, endpoints included, so a kink at either end is excluded. Integrability of $e_k$ is also assumed.

```lean
/-- Filling orbital `k` from 0 to 1, with the other occupations fixed and all orbitals free to
relax, changes the energy by the integral of the orbital energy of `k`. -/
theorem janak_integrated [DecidableEq ι] {E : Matrix n n ℂ → ℝ}
    {h : Matrix n n ℂ → Matrix n n ℂ} {e : ι → ℝ → ℝ} {φ : ι → ℝ → n → ℂ} (c : ι → ℝ) (k : ι)
    (hE : ∀ s ∈ Set.uIcc (0 : ℝ) 1, HasTraceGradientAt E
      (h (density (Function.update c k s) (fun i => φ i s)))
      (density (Function.update c k s) (fun i => φ i s)))
    (hφ : ∀ i, ∀ s ∈ Set.uIcc (0 : ℝ) 1, DifferentiableAt ℝ (φ i) s)
    (hn : ∀ i s, star (φ i s) ⬝ᵥ φ i s = 1)
    (he : ∀ i, ∀ s ∈ Set.uIcc (0 : ℝ) 1,
      h (density (Function.update c k s) (fun i => φ i s)) *ᵥ φ i s
        = ((e i s : ℝ) : ℂ) • φ i s)
    (hint : IntervalIntegrable (e k) MeasureTheory.volume 0 1) :
    E (density (Function.update c k 1) (fun i => φ i 1))
      - E (density (Function.update c k 0) (fun i => φ i 0)) = ∫ s in (0 : ℝ)..1, e k s := by
  refine (intervalIntegral.integral_eq_sub_of_hasDerivAt
    (f := fun s => E (density (Function.update c k s) (fun i => φ i s)))
    (fun s hs => ?_) hint).symm
  have ho : ∀ i, HasDerivAt (fun s : ℝ => Function.update c k s i)
      (if i = k then 1 else 0) s := by
    intro i
    by_cases hik : i = k
    · subst hik
      simpa using hasDerivAt_id' s
    · simpa [hik] using hasDerivAt_const s (c i)
  refine (generalised_janak (occ := fun i s => Function.update c k s i) (e := fun i => e i s)
    (hE s hs) ho (fun i => hφ i s hs) hn (fun i => he i s hs)).congr_deriv ?_
  simp
```

## A rotating pair that meets the conditions

For $E(G)=\operatorname{Re}\operatorname{tr}(G^2)/2$, the first-order change is $\operatorname{Re}\operatorname{tr}(GX+XG)/2=\operatorname{Re}\operatorname{tr}(GX)$, so the gradient is $G$ itself. This functional is a mathematical test case for the hypotheses, not the energy of a physical electronic system.

```lean
/-- The functional `Re tr (G²) / 2` has gradient `G` at every Hermitian `G`. -/
theorem purity_gradient {G : Matrix n n ℂ} (hG : G.IsHermitian) :
    HasTraceGradientAt (fun X => (X * X).trace.re / 2) G G := by
  have h1 := (hasFDerivAt_id (𝕜 := ℝ) G).mul' (hasFDerivAt_id (𝕜 := ℝ) G)
  have h2 := ((LinearMap.toContinuousLinearMap
    (tracePairing (1 : Matrix n n ℂ))).hasFDerivAt.comp G h1).const_mul (1 / 2 : ℝ)
  have hf : (fun X : Matrix n n ℂ => (X * X).trace.re / 2) = fun X =>
      (1 / 2 : ℝ) * LinearMap.toContinuousLinearMap (tracePairing (1 : Matrix n n ℂ)) (X * X) := by
    funext X
    simp [tracePairing]
    ring
  refine ⟨hG, HasFDerivAt.hasFDerivWithinAt ?_⟩
  rw [hf]
  refine HasFDerivAt.congr_fderiv h2 ?_
  ext X
  -- both orders of the product rule give the same trace
  change (1 / 2 : ℝ) * (1 * (G * X + X * G)).trace.re = (G * X).trace.re
  rw [one_mul, Matrix.trace_add, Matrix.trace_mul_comm X G, Complex.add_re]
  ring
```

Orthonormality now does enter: it gives $G\phi_j=\sum_i n_i\phi_i(\phi_i^*\phi_j)=n_j\phi_j$, so $e_j=n_j$.

```lean
omit [DecidableEq n] in
/-- Orthonormal orbitals are eigenvectors of their density matrix, with the occupations as
eigenvalues. -/
theorem density_mulVec [DecidableEq ι] (occ : ι → ℝ) (φ : ι → n → ℂ)
    (hφ : ∀ i j, star (φ i) ⬝ᵥ φ j = if i = j then 1 else 0) (j : ι) :
    density occ φ *ᵥ φ j = (occ j : ℂ) • φ j := by
  ext a
  have h1 : (density occ φ *ᵥ φ j) a
      = ∑ i, (occ i : ℂ) * φ i a * (star (φ i) ⬝ᵥ φ j) := by
    simp only [density, Matrix.mulVec, dotProduct, Matrix.sum_apply, Matrix.smul_apply,
      vecMulVec_apply, Pi.star_apply, smul_eq_mul, Finset.sum_mul, Finset.mul_sum]
    rw [Finset.sum_comm]
    exact Finset.sum_congr rfl fun i _ => Finset.sum_congr rfl fun b _ => by ring
  rw [h1]
  simp [hφ]
```

The orbitals $(\cos s,\sin s)$ and $(-\sin s,\cos s)$ are orthonormal and differentiable. They satisfy the gradient and orbital hypotheses for any occupations; differentiable occupations complete the list.

```lean
/-- Two orbitals rotating into each other. -/
def rotating (i : Fin 2) (s : ℝ) : Fin 2 → ℂ :=
  ![![((Real.cos s : ℝ) : ℂ), ((Real.sin s : ℝ) : ℂ)],
    ![-((Real.sin s : ℝ) : ℂ), ((Real.cos s : ℝ) : ℂ)]] i

/-- The rotating orbitals with any occupations, and the functional `Re tr (G²) / 2`, satisfy the
orbital and gradient hypotheses of the generalised Janak theorem, with `eᵢ = nᵢ`. -/
theorem generalised_janak_witness (occ : Fin 2 → ℝ → ℝ) (t : ℝ) :
    let G := density (fun i => occ i t) (fun i => rotating i t)
    HasTraceGradientAt (fun X => (X * X).trace.re / 2) G G ∧
      (∀ i, DifferentiableAt ℝ (rotating i) t) ∧
      (∀ i s, star (rotating i s) ⬝ᵥ rotating i s = 1) ∧
      ∀ i, G *ᵥ rotating i t = (occ i t : ℂ) • rotating i t := by
  have orth : ∀ s i j, star (rotating i s) ⬝ᵥ rotating j s = if i = j then 1 else 0 := by
    intro s i j
    have h : ((Real.cos s : ℝ) : ℂ) * (Real.cos s : ℝ)
        + ((Real.sin s : ℝ) : ℂ) * (Real.sin s : ℝ) = 1 := by
      rw [← Complex.ofReal_mul, ← Complex.ofReal_mul, ← Complex.ofReal_add,
        ← Complex.ofReal_one]
      congr 1
      linear_combination Real.cos_sq_add_sin_sq s
    fin_cases i <;> fin_cases j <;>
      simp [rotating, dotProduct, Fin.sum_univ_two, Complex.conj_ofReal,
        -Complex.ofReal_cos, -Complex.ofReal_sin]
    all_goals first | linear_combination h | ring
  refine ⟨purity_gradient (density_isHermitian _ _), fun i => ?_,
    fun i s => by simpa using orth s i i, density_mulVec _ _ (orth t)⟩
  have hc : DifferentiableAt ℝ (fun s : ℝ => ((Real.cos s : ℝ) : ℂ)) t :=
    (Real.hasDerivAt_cos t).ofReal_comp.differentiableAt
  have hs : DifferentiableAt ℝ (fun s : ℝ => ((Real.sin s : ℝ) : ℂ)) t :=
    (Real.hasDerivAt_sin t).ofReal_comp.differentiableAt
  refine differentiableAt_pi.2 fun a => ?_
  fin_cases i <;> fin_cases a
  exacts [hc, hs, hs.neg, hc]

end

end GeneralisedJanak
```

```lean
#print axioms GeneralisedJanak.generalised_janak
-- 'GeneralisedJanak.generalised_janak' depends on axioms: [propext, Classical.choice, Quot.sound]
#print axioms GeneralisedJanak.janak_transfer
-- 'GeneralisedJanak.janak_transfer' depends on axioms: [propext, Classical.choice, Quot.sound]
#print axioms GeneralisedJanak.janak_integrated
-- 'GeneralisedJanak.janak_integrated' depends on axioms: [propext, Classical.choice, Quot.sound]
```
